# An eigenvalue bound for truncated McWeeny purification from a nearly idempotent start

Let $X_0$ and the errors $E_n$ be real symmetric matrices, let $p(x)=3x^2-2x^3$, and iterate $X_{n+1}=p(X_n)+E_n$. If every eigenvalue of $X_0$ is within $1/8$ of 0 or 1, and every $E_n$ has spectral norm at most $\varepsilon\le 1/16$, then every eigenvalue of $X_n$ is within $2^{-n}/8+2\varepsilon$ of 0 or 1. For general symmetric errors a floor of order $\varepsilon$ can really occur, as a constant error shows.

In linear-scaling electronic structure, $X_n$ approximates the one-particle density matrix of one spin channel, with occupations 0 and 1, in a finite orthonormal basis, and $E_n$ is what sparse truncation changes. The bound controls how far each occupation number is from 0 or 1, not the error in the orbitals or in the electron count.

## Operators and occupation numbers

In Lean 4 with Mathlib:

```lean
import Mathlib

open scoped InnerProductSpace

namespace TruncatedPurification

noncomputable section

variable {𝕜 V : Type*} [RCLike 𝕜] [NormedAddCommGroup V] [InnerProductSpace 𝕜 V]
```

The scalars `𝕜` are real or complex, and `V` is an inner product space over them. Real symmetric matrices are the case `𝕜 = ℝ` in an orthonormal basis.

```lean
/-- The scalar purification polynomial `3x² - 2x³`, acting on a single occupation number. -/
def mcweeny (x : ℝ) : ℝ := 3 * x ^ 2 - 2 * x ^ 3
```

This is $p$, acting on one real occupation number.

```lean
/-- The purification map `X ↦ 3X² - 2X³` on operators. -/
def purify (X : V →ₗ[𝕜] V) : V →ₗ[𝕜] V :=
  (3 : 𝕜) • (X ∘ₗ X) - (2 : 𝕜) • (X ∘ₗ X ∘ₗ X)
```

This is the same polynomial for an operator. The sign `∘ₗ` composes linear maps, so `X ∘ₗ X` is $X^2$.

```lean
/-- Every eigenvalue of `X` lies within `δ` of `0` or of `1`. -/
def NearIdempotent (δ : ℝ) (X : V →ₗ[𝕜] V) : Prop :=
  ∀ μ : 𝕜, Module.End.HasEigenvalue X μ → ‖μ‖ ≤ δ ∨ ‖μ - 1‖ ≤ δ
```

`NearIdempotent δ X` says that each eigenvalue $\mu$ of $X$ satisfies $|\mu|\le\delta$ or $|\mu-1|\le\delta$. Different eigenvalues may choose different sides.

## What one step does to the spectrum

```lean
/-- An occupation number within `δ` of `0`, or of `1`, is sent by the purification polynomial
to within `3δ² + 2δ³` of the same integer. -/
theorem mcweeny_contracts {x δ : ℝ} :
    (|x| ≤ δ → |mcweeny x| ≤ 3 * δ ^ 2 + 2 * δ ^ 3) ∧
    (|x - 1| ≤ δ → |mcweeny x - 1| ≤ 3 * δ ^ 2 + 2 * δ ^ 3) := by
  have key : ∀ y : ℝ, |y| ≤ δ → |mcweeny y| ≤ 3 * δ ^ 2 + 2 * δ ^ 3 := by
    intro y hy
    have h2 := pow_le_pow_left₀ (abs_nonneg y) hy 2
    have h3 := pow_le_pow_left₀ (abs_nonneg y) hy 3
    rw [sq_abs] at h2
    rw [← abs_pow] at h3
    have h4 := abs_le.1 h3
    have h5 := sq_nonneg y
    unfold mcweeny
    exact abs_le.2 ⟨by linarith [h4.2], by linarith [h4.1]⟩
  refine ⟨key x, fun hx => ?_⟩
  -- particle-hole symmetry: the polynomial commutes with x ↦ 1 - x
  have hs : mcweeny x - 1 = -mcweeny (1 - x) := by unfold mcweeny; ring
  rw [hs, abs_neg]
  exact key _ (by rwa [abs_sub_comm])
```

If $|x|\le\delta$, then
$$|p(x)|\le 3|x|^2+2|x|^3\le 3\delta^2+2\delta^3 .$$
Near 1, use $p(x)-1=-p(1-x)$, the particle-hole symmetry, and apply the first case to $1-x$.

The sign of the cubic term invites a mistake: $3\delta^2-2\delta^3$ is not a valid bound for $\delta>0$, because truncation can make an occupation negative, and $p(-\delta)=3\delta^2+2\delta^3$.

```lean
/-- Purification keeps an eigenvector and applies the scalar polynomial to its real
eigenvalue. -/
theorem purify_eigenvector {X : V →ₗ[𝕜] V} {v : V} {x : ℝ} (h : X v = (x : 𝕜) • v) :
    purify X v = (mcweeny x : 𝕜) • v := by
  simp only [purify, LinearMap.sub_apply, LinearMap.smul_apply, LinearMap.comp_apply, h,
    map_smul, mcweeny]
  push_cast
  module
```

If $Xv=xv$ with $x$ real, then $X^2v=x^2v$ and $X^3v=x^3v$, so $p(X)v=p(x)v$. The notation `(x : 𝕜)` regards the real number as a scalar of `𝕜`.

```lean
/-- Purification of a self-adjoint operator is self-adjoint. -/
theorem purify_isSymmetric {X : V →ₗ[𝕜] V} (hX : X.IsSymmetric) :
    (purify X).IsSymmetric := by
  have h : ∀ x y, inner 𝕜 (X x) y = inner 𝕜 x (X y) := hX
  intro x y
  simp only [purify, LinearMap.sub_apply, LinearMap.smul_apply, LinearMap.comp_apply,
    inner_sub_left, inner_sub_right, inner_smul_left, inner_smul_right, h, map_ofNat]
```

`IsSymmetric` means $\langle Xu,w\rangle=\langle u,Xw\rangle$. Moving the factors of $X$ across one at a time gives the same property for $p(X)$.

```lean
/-- Let `b` be a finite orthonormal basis of eigenvectors of a self-adjoint `T`, with real
eigenvalues `c i`. If a nonzero `v` satisfies the eigenvalue equation of `T` for the number `μ` up
to a residual of norm at most `ε‖v‖`, then some eigenvalue `c i` of `T` is within `ε` of `μ`. -/
theorem exists_level_near {ι : Type*} [Fintype ι] (b : OrthonormalBasis ι 𝕜 V)
    {T : V →ₗ[𝕜] V} (hT : T.IsSymmetric) {c : ι → ℝ}
    (hc : ∀ i, T (b i) = (c i : 𝕜) • b i) {μ : 𝕜} {ε : ℝ} {v : V} (hv : v ≠ 0)
    (h : ‖T v - μ • v‖ ≤ ε * ‖v‖) : ∃ i, ‖(c i : 𝕜) - μ‖ ≤ ε := by
  by_contra! hlt
  have hv0 : 0 < ‖v‖ := norm_pos_iff.2 hv
  have hε : 0 ≤ ε := nonneg_of_mul_nonneg_left ((norm_nonneg _).trans h) hv0
  have parseval : ∀ x : V, ∑ i, ‖inner 𝕜 (b i) x‖ ^ 2 = ‖x‖ ^ 2 := by
    intro x
    rw [← b.repr.norm_map x, EuclideanSpace.norm_sq_eq]
    simp only [b.repr_apply_apply]
  -- components of the residual in the eigenbasis
  have hcoef : ∀ i, inner 𝕜 (b i) (T v - μ • v) = ((c i : 𝕜) - μ) * inner 𝕜 (b i) v := by
    intro i
    rw [inner_sub_right, ← hT (b i) v, hc, inner_smul_left, inner_smul_right,
      RCLike.conj_ofReal]
    ring
  have hsq : ∀ i, ε ^ 2 < ‖(c i : 𝕜) - μ‖ ^ 2 := fun i =>
    pow_lt_pow_left₀ (hlt i) hε two_ne_zero
  obtain ⟨j, hj⟩ : ∃ j, inner 𝕜 (b j) v ≠ 0 := by
    by_contra! h0
    have hp := parseval v
    simp only [h0, norm_zero] at hp
    simp at hp
    exact absurd hp (pow_pos hv0 2).ne
  have hsum : ∑ i, ε ^ 2 * ‖inner 𝕜 (b i) v‖ ^ 2
      < ∑ i, ‖inner 𝕜 (b i) (T v - μ • v)‖ ^ 2 := by
    apply Finset.sum_lt_sum
    · intro i _
      rw [hcoef, norm_mul, mul_pow]
      exact mul_le_mul_of_nonneg_right (hsq i).le (sq_nonneg _)
    · refine ⟨j, Finset.mem_univ j, ?_⟩
      rw [hcoef, norm_mul, mul_pow]
      exact mul_lt_mul_of_pos_right (hsq j) (pow_pos (norm_pos_iff.2 hj) 2)
  rw [← Finset.mul_sum, parseval, parseval, ← mul_pow] at hsum
  exact absurd (pow_le_pow_left₀ (norm_nonneg _) h 2) (not_le_of_gt hsum)
```

Here $T$ has an orthonormal eigenbasis $b_i$ with real eigenvalues $c_i$. Put $v_i=\langle b_i,v\rangle$. The residual $r=Tv-\mu v$ has components $(c_i-\mu)v_i$, which is `hcoef`. Suppose that every $|c_i-\mu|$ exceeded $\varepsilon$. Some $v_j$ is nonzero, so Parseval's identity would give
$$\|r\|^2=\sum_i|c_i-\mu|^2|v_i|^2>\varepsilon^2\sum_i|v_i|^2=\varepsilon^2\|v\|^2,$$
against the assumption $\|r\|\le\varepsilon\|v\|$. Hence some $c_i$ lies within $\varepsilon$ of $\mu$.

```lean
/-- On a finite-dimensional space, one purification step of a self-adjoint `X`, followed by an error
of spectral norm at most `ε`, turns the eigenvalue distance `δ` from `0` or `1` into at most
`3δ² + 2δ³ + ε`. -/
theorem purify_step [FiniteDimensional 𝕜 V] {X E : V →ₗ[𝕜] V} (hX : X.IsSymmetric)
    {δ ε : ℝ} (hδ : NearIdempotent δ X) (hE : ∀ v, ‖E v‖ ≤ ε * ‖v‖) :
    NearIdempotent (3 * δ ^ 2 + 2 * δ ^ 3 + ε) (purify X + E) := by
  intro μ hμ
  obtain ⟨v, hv⟩ := hμ.exists_hasEigenvector
  have h : purify X v + E v = μ • v := hv.apply_eq_smul
  have hres : purify X v - μ • v = -(E v) := by rw [← h]; abel
  obtain ⟨i, hi⟩ := exists_level_near (hX.eigenvectorBasis rfl) (purify_isSymmetric hX)
    (fun i => purify_eigenvector (hX.apply_eigenvectorBasis rfl i)) (μ := μ) (ε := ε) hv.2
    (by rw [hres, norm_neg]; exact hE v)
  have h1 : ∀ x : ℝ, ‖(x : 𝕜) - 1‖ = |x - 1| := fun x =>
    calc ‖(x : 𝕜) - 1‖ = ‖((x - 1 : ℝ) : 𝕜)‖ := by rw [RCLike.ofReal_sub, RCLike.ofReal_one]
      _ = |x - 1| := RCLike.norm_ofReal _
  -- the nearby eigenvalue of the purified operator stems from an eigenvalue of X
  rcases hδ _ (hX.hasEigenvalue_eigenvalues rfl i) with h0 | h0
  · left
    rw [RCLike.norm_ofReal] at h0
    have hf := mcweeny_contracts.1 h0
    rw [← RCLike.norm_ofReal (K := 𝕜)] at hf
    have ht := norm_sub_le (mcweeny (hX.eigenvalues rfl i) : 𝕜)
      ((mcweeny (hX.eigenvalues rfl i) : 𝕜) - μ)
    rw [sub_sub_cancel] at ht
    linarith
  · right
    rw [h1] at h0
    have hf := mcweeny_contracts.2 h0
    rw [← h1] at hf
    have ht := norm_sub_le ((mcweeny (hX.eigenvalues rfl i) : 𝕜) - 1)
      ((mcweeny (hX.eigenvalues rfl i) : 𝕜) - μ)
    rw [sub_sub_sub_cancel_left] at ht
    linarith
```

The hypothesis `hE` is the spectral norm bound, written as $\|Ev\|\le\varepsilon\|v\|$ for all $v$. Let $(p(X)+E)v=\mu v$ with $v\ne0$. Since $V$ is finite-dimensional here, the spectral theorem gives $X$ an orthonormal eigenbasis with real eigenvalues $x_i$, and the same basis is an eigenbasis of $p(X)$ with eigenvalues $p(x_i)$. Now $p(X)v-\mu v=-Ev$, so the previous lemma, applied to $T=p(X)$, supplies an eigenvalue $x_i$ of $X$ with $|p(x_i)-\mu|\le\varepsilon$. If $x_i$ is within $\delta$ of $a\in\{0,1\}$, the triangle inequality gives
$$|\mu-a|\le|p(x_i)-a|+|p(x_i)-\mu|\le 3\delta^2+2\delta^3+\varepsilon .$$
$E$ need not commute with $X$. `rcases` splits the proof into the cases $a=0$ and $a=1$.

## The bound after n steps

```lean
/-- Purification on a finite-dimensional space, with self-adjoint truncation errors of spectral norm
at most `ε ≤ 1/16`, started from a self-adjoint `X 0` with eigenvalues within `1/8` of `0` or `1`:
after `n` steps every eigenvalue is within `2⁻ⁿ/8 + 2ε` of `0` or `1`. -/
theorem purification_floor [FiniteDimensional 𝕜 V] {X E : ℕ → V →ₗ[𝕜] V} {ε : ℝ}
    (hε0 : 0 ≤ ε) (hε : ε ≤ 1 / 16) (hrec : ∀ n, X (n + 1) = purify (X n) + E n)
    (hX : (X 0).IsSymmetric) (hEs : ∀ n, (E n).IsSymmetric)
    (hE : ∀ n v, ‖E n v‖ ≤ ε * ‖v‖) (h0 : NearIdempotent (1 / 8) (X 0)) (n : ℕ) :
    NearIdempotent ((1 / 2) ^ n / 8 + 2 * ε) (X n) := by
  have main : ∀ n, (X n).IsSymmetric ∧ ∃ δ : ℝ, 0 ≤ δ ∧ δ ≤ 1 / 8 ∧
      δ ≤ (1 / 2) ^ n / 8 + 2 * ε ∧ NearIdempotent δ (X n) := by
    intro n
    induction n with
    | zero => exact ⟨hX, 1 / 8, by norm_num, le_rfl, by rw [pow_zero]; linarith, h0⟩
    | succ n ih =>
      obtain ⟨hs, δ, hδ0, hδ, hb, hn⟩ := ih
      rw [hrec]
      refine ⟨(purify_isSymmetric hs).add (hEs n), 3 * δ ^ 2 + 2 * δ ^ 3 + ε,
        by positivity, ?_, ?_, purify_step hs hn (hE n)⟩
      -- within 1/8 of 0 or 1, purification at least halves the distance
      all_goals
        have h2 : δ ^ 2 ≤ δ / 8 := by nlinarith
        have h3 : δ ^ 3 ≤ δ / 64 := by nlinarith
      · linarith
      · rw [pow_succ (1 / 2 : ℝ) n]
        linarith
  obtain ⟨-, δ, -, -, hb, hn⟩ := main n
  exact fun μ hμ => (hn μ hμ).imp (fun h => h.trans hb) (fun h => h.trans hb)
```

The start within $1/8$ stands for occupations that are already clearly sorted into empty and filled. The number $\varepsilon$ bounds the norm of the whole discarded matrix, which can be larger than the threshold for single elements.

For $0\le\delta\le1/8$ we have $\delta^2\le\delta/8$ and $\delta^3\le\delta/64$ (`h2`, `h3`), so
$$3\delta^2+2\delta^3+\varepsilon\le\tfrac{13}{32}\delta+\varepsilon\le\tfrac{\delta}{2}+\varepsilon .$$
The middle expression is at most $\tfrac{13}{256}+\tfrac1{16}<\tfrac18$, so the next step may use the same estimate. If $\delta\le2^{-n}/8+2\varepsilon$, the new distance is at most $2^{-(n+1)}/8+2\varepsilon$. The halving is a simple upper bound, not the true rate: without errors, the one-step bound $3\delta^2+2\delta^3$ gives quadratic convergence.

The induction `main` carries $\delta\le1/8$ separately, since the stated bound itself can exceed $1/8$. It also carries the symmetry of $X_n$, which is where the symmetry of $E_n$ enters.

## A constant error that keeps the floor

```lean
/-- On a nonzero space, start purification from `X 0 = 0` and add the constant error `ε·1`, with
`0 ≤ ε ≤ 1/16`, in each step. From the first step on, any `δ` that bounds the distance of all
eigenvalues from `0` or `1` is at least `ε`. -/
theorem floor_unavoidable [Nontrivial V] {X : ℕ → V →ₗ[𝕜] V} {ε δ : ℝ}
    (hε0 : 0 ≤ ε) (hε : ε ≤ 1 / 16) (h0 : X 0 = 0)
    (hrec : ∀ n, X (n + 1) = purify (X n) + (ε : 𝕜) • LinearMap.id) (n : ℕ)
    (hδ : NearIdempotent δ (X (n + 1))) : ε ≤ δ := by
  obtain ⟨v, hv⟩ := exists_ne (0 : V)
  have step : ∀ n (x : ℝ), 0 ≤ x → x ≤ 1 / 8 → X n v = (x : 𝕜) • v →
      ∃ y : ℝ, ε ≤ y ∧ y ≤ 1 / 8 ∧ X (n + 1) v = (y : 𝕜) • v := by
    intro n x hx hx8 hxv
    have h2 : x ^ 2 ≤ 1 / 64 := by nlinarith
    have h3 : 0 ≤ x ^ 3 := by positivity
    have h4 : 0 ≤ x ^ 2 * (1 / 8 - x) := mul_nonneg (sq_nonneg x) (sub_nonneg.2 hx8)
    refine ⟨mcweeny x + ε, ?_, ?_, ?_⟩
    · unfold mcweeny
      nlinarith [sq_nonneg x]
    · unfold mcweeny
      linarith
    · rw [hrec, LinearMap.add_apply, purify_eigenvector hxv, LinearMap.smul_apply,
        LinearMap.id_apply, RCLike.ofReal_add, add_smul]
  -- v stays an eigenvector, with eigenvalue between ε and 1/8
  have main : ∀ n, ∃ y : ℝ, ε ≤ y ∧ y ≤ 1 / 8 ∧ X (n + 1) v = (y : 𝕜) • v := by
    intro n
    induction n with
    | zero => exact step 0 0 le_rfl (by norm_num) (by simp [h0])
    | succ n ih =>
      obtain ⟨x, hx, hx8, hxv⟩ := ih
      exact step (n + 1) x (hε0.trans hx) hx8 hxv
  obtain ⟨y, hy, hy8, hyv⟩ := main n
  have hev : Module.End.HasEigenvalue (X (n + 1)) (y : 𝕜) :=
    Module.End.hasEigenvalue_of_hasEigenvector
      ⟨Module.End.mem_eigenspace_iff.2 hyv, hv⟩
  rcases hδ _ hev with h | h
  · rw [RCLike.norm_ofReal] at h
    linarith [le_abs_self y]
  · rw [← RCLike.ofReal_one, ← RCLike.ofReal_sub, RCLike.norm_ofReal] at h
    linarith [neg_abs_le (y - 1)]

end

end TruncatedPurification
```

Take $X_0=0$ and $E_n=\varepsilon\cdot 1$ on a nonzero space. Any $v\neq0$ stays an eigenvector. If its eigenvalue $x$ lies in $[0,1/8]$, the next one is $y=p(x)+\varepsilon$, with
$$\varepsilon\le y\le\tfrac{3}{64}+\tfrac1{16}<\tfrac18 .$$
From the first step on, this eigenvalue is therefore at least $\varepsilon$ away from 0 and more than $7/8$ away from 1. Any $\delta$ for which `NearIdempotent δ (X (n + 1))` holds must satisfy $\delta\ge\varepsilon$, however many steps are taken. Every $X_n$ here is a multiple of the identity, so dropping off-diagonal elements would change nothing. The example therefore tests the bound for general symmetric errors, not for sparse truncation itself.

```lean
#print axioms TruncatedPurification.purification_floor
#print axioms TruncatedPurification.floor_unavoidable
```

```
'TruncatedPurification.purification_floor' depends on axioms: [propext, Classical.choice, Quot.sound]
'TruncatedPurification.floor_unavoidable' depends on axioms: [propext, Classical.choice, Quot.sound]
```
